# The Hatano–Nelson chain for t > 0, g ≠ 0: real eigenvalues below 2t in modulus with open ends, and an eigenvalue 2t cosh g on the ring

## Choosing an energy for the Green's matrix

To compute a Green's matrix (E − H)⁻¹, one first needs an energy E at which E − H is invertible. For a uniform open chain with right hops t exp(g), left hops t exp(−g) and zero site energies, every non-real E and every E with |E| ≥ 2t qualifies. Periodic ends change this: on the ring, E − H is singular at E = 2t cosh g, which lies above 2t.

The parameter t > 0 is the geometric mean of the two hop amplitudes, and g ≠ 0 expresses a preferred direction of hopping. For simulations of finite, non-interacting, disorder-free chains of this kind, the boundary condition is therefore part of the physical input. That a given device or driven lattice is described by such a matrix is a separate physical assumption.

## The matrix and the claim

Number the sites 1, …, N and let w(k) be the amplitude on site k. Lean's index `i : Fin N` starts at zero, so it denotes site i + 1. The matrix `chain N t g r l` is complex, with real parameters. Its row index is the arrival site and its column index the departure site. The amplitude r leads from the last site to the first, and l from the first to the last. `openChain` sets both to zero; `ringChain` sets them to the bulk hops.

`IsEigenvalue M E` means that M v = E v for some nonzero complex vector v, which need not be normalised. Multiplicities are not recorded.

The theorem `boundary_sensitivity` assumes N ≥ 1, t > 0 and g ≠ 0. It states that every eigenvalue E of the open chain has Im E = 0 and |E| < 2t, that 2t cosh g is an eigenvalue of the ring, and that 2t cosh g > 2t. It makes no statement about the other ring eigenvalues.

At N = 1 the open matrix is the number 0. Both closing amplitudes then act on the single site, and their sum is 2t cosh g.

Eigenvalues could also have been defined as roots of the characteristic polynomial. This gives the same numbers, with algebraic multiplicities attached, but the explicit eigenvectors used below would then have to be converted into roots.

## Open ends: removing g, then using the walls

Add ghost sites 0 and N + 1 with w(0) = w(N+1) = 0. For k = 0, …, N − 1 the eigenvalue equation reads

t exp(g) w(k) + t exp(−g) w(k+2) = E w(k+1).

Set u(k) = exp(−gk) w(k) and multiply by exp(−g(k+1)):

E u(k+1) = t [u(k) + u(k+2)].

The hops are now equal, and u(0) = u(N+1) = 0. Moreover u(1) ≠ 0: otherwise w(0) = w(1) = 0, and the recurrence would make every amplitude vanish.

**Reality.** Define J(m) = t Im[conj(u(m)) u(m+1)]. With ħ = 1, this is half the probability current from site m + 1 to site m in the equal-hop chain. Multiplying the recurrence for site m + 1 by conj(u(m+1)) and taking imaginary parts gives

Im E · |u(m+1)|² = J(m+1) − J(m).

Since J(0) = 0, summation gives

Im E · (|u(1)|² + … + |u(m)|²) = J(m).

At m = N the right side vanishes because u(N+1) = 0. The sum is positive, so Im E = 0.

**Modulus.** Suppose |E| ≥ 2t. The recurrence and the triangle inequality give

2|u(m+1)| ≤ |u(m)| + |u(m+2)|.

The increments |u(m+1)| − |u(m)| therefore never decrease. The first one is |u(1)|, so |u(N+1)| ≥ |u(N)| + |u(1)| > 0, which contradicts the right wall.

## The ring and a single one-way link

On the ring, the uniform vector gives t exp(g) + t exp(−g) = 2t cosh g on every site, and cosh g > 1 for g ≠ 0.

For g > 0 and a long chain, much less than a full closure is enough to produce an eigenvalue outside the open-chain interval (−2t, 2t). Take κ ≠ 0, l = 0 and

w(k) = exp(gk) sinh(κ(N+1−k)).

With a = κ(N−k), the identity sinh(a+κ) + sinh(a−κ) = 2 sinh a cosh κ yields the bulk equation at energy 2t cosh κ. The right ghost value is zero, while w(N) = exp(gN) sinh κ is not. The link must replace the left ghost site, so t exp(g) w(0) = r w(N), and hence

r = t exp(−g(N−1)) sinh((N+1)κ) / sinh κ.

For t > 0 and κ > 0, the bound sinh x ≤ exp(x)/2 gives

0 < r ≤ [t exp(g+κ) / (2 sinh κ)] exp(−(g−κ)N).

For 0 < κ < g this is exponentially small in N, which is the case that the name `weakLink` refers to. At E = 2t cosh κ with such a κ, inverting E − H for a long open chain is accordingly ill-conditioned.

## The complete Lean development

```lean
import Mathlib

open Matrix

namespace HatanoNelsonBoundary

noncomputable section

/-- The `N`-site chain with right hops `t exp(g)`, left hops `t exp(-g)`, zero diagonal, and
additional amplitudes `r` from the last site to the first and `l` from the first to the last. -/
def chain (N : ℕ) (t g r l : ℝ) : Matrix (Fin N) (Fin N) ℂ := fun i j =>
  ((if i.val = j.val + 1 then ((t * Real.exp g : ℝ) : ℂ) else 0) +
    (if i.val = 0 ∧ j.val + 1 = N then (r : ℂ) else 0)) +
  ((if j.val = i.val + 1 then ((t * Real.exp (-g) : ℝ) : ℂ) else 0) +
    (if i.val + 1 = N ∧ j.val = 0 then (l : ℂ) else 0))

/-- The open chain: both additional end-to-end amplitudes are zero. -/
def openChain (N : ℕ) (t g : ℝ) : Matrix (Fin N) (Fin N) ℂ := chain N t g 0 0

/-- The ring: the two ends are connected by the same hops as in the bulk. -/
def ringChain (N : ℕ) (t g : ℝ) : Matrix (Fin N) (Fin N) ℂ :=
  chain N t g (t * Real.exp g) (t * Real.exp (-g))

/-- `E` is an eigenvalue of `M`: some nonzero vector satisfies `M v = E v`. -/
def IsEigenvalue {N : ℕ} (M : Matrix (Fin N) (Fin N) ℂ) (E : ℂ) : Prop :=
  ∃ v : Fin N → ℂ, v ≠ 0 ∧ M *ᵥ v = E • v

/-- A solution of the reciprocal hopping equation at energy `E` on sites `1, ..., N` that
vanishes at the left wall, site `0`. -/
def LeftWall (N : ℕ) (t : ℝ) (E : ℂ) (u : ℕ → ℂ) : Prop :=
  u 0 = 0 ∧ ∀ k < N, E * u (k + 1) = t * (u k + u (k + 2))

/-- If the values on the ghost sites `0` and `N + 1` reproduce the end-to-end amplitudes,
the chain acts on every site by the bulk hopping rule. -/
theorem chain_mulVec (N : ℕ) (t g r l : ℝ) (w : ℕ → ℂ)
    (hr : ((t * Real.exp g : ℝ) : ℂ) * w 0 = r * w N)
    (hl : ((t * Real.exp (-g) : ℝ) : ℂ) * w (N + 1) = l * w 1) (i : Fin N) :
    (chain N t g r l *ᵥ fun j => w (j.val + 1)) i =
      ((t * Real.exp g : ℝ) : ℂ) * w i.val +
        ((t * Real.exp (-g) : ℝ) : ℂ) * w (i.val + 2) := by
  have hi := i.isLt
  have hs : ∀ (p : ℕ) (c : ℂ), p < N →
      ∑ j : Fin N, (if j.val = p then c else 0) * w (j.val + 1) = c * w (p + 1) := by
    intro p c hp
    rw [Finset.sum_eq_single (⟨p, hp⟩ : Fin N)]
    · simp
    · intro j _ hj
      have hne : j.val ≠ p := fun h => hj (Fin.ext h)
      simp [hne]
    · simp
  -- arrivals from the left neighbour, or from the last site
  have hR : ∑ j : Fin N, ((if i.val = j.val + 1 then ((t * Real.exp g : ℝ) : ℂ) else 0) +
      (if i.val = 0 ∧ j.val + 1 = N then (r : ℂ) else 0)) * w (j.val + 1) =
      ((t * Real.exp g : ℝ) : ℂ) * w i.val := by
    rcases Nat.eq_zero_or_pos i.val with h0 | h0
    · have e : w i.val = w 0 := by rw [h0]
      have h := hs (N - 1) r (by omega)
      have e' : w (N - 1 + 1) = w N := congrArg w (by omega)
      rw [e, hr, ← e', ← h]
      refine Finset.sum_congr rfl fun j _ => ?_
      congr 1
      split_ifs <;> first | (exfalso; omega) | ring
    · have h := hs (i.val - 1) ((t * Real.exp g : ℝ) : ℂ) (by omega)
      have e' : w (i.val - 1 + 1) = w i.val := congrArg w (by omega)
      rw [← e', ← h]
      refine Finset.sum_congr rfl fun j _ => ?_
      congr 1
      split_ifs <;> first | (exfalso; omega) | ring
  -- arrivals from the right neighbour, or from the first site
  have hL : ∑ j : Fin N, ((if j.val = i.val + 1 then ((t * Real.exp (-g) : ℝ) : ℂ) else 0) +
      (if i.val + 1 = N ∧ j.val = 0 then (l : ℂ) else 0)) * w (j.val + 1) =
      ((t * Real.exp (-g) : ℝ) : ℂ) * w (i.val + 2) := by
    by_cases h1 : i.val + 1 = N
    · have e : w (i.val + 2) = w (N + 1) := congrArg w (by omega)
      have h := hs 0 l (by omega)
      rw [e, hl, ← zero_add 1, ← h]
      refine Finset.sum_congr rfl fun j _ => ?_
      congr 1
      split_ifs <;> first | (exfalso; omega) | ring
    · rw [← hs (i.val + 1) ((t * Real.exp (-g) : ℝ) : ℂ) (by omega)]
      refine Finset.sum_congr rfl fun j _ => ?_
      congr 1
      split_ifs <;> first | (exfalso; omega) | ring
  rw [← hR, ← hL, ← Finset.sum_add_distrib]
  simp only [Matrix.mulVec, dotProduct]
  exact Finset.sum_congr rfl fun j _ => by simp only [chain]; ring

/-- Imaginary gauge transformation: for `t > 0`, an eigenvalue of the open chain admits a
solution of the reciprocal hopping equation vanishing at both walls but not at site `1`. -/
theorem exists_gauged {N : ℕ} {t g : ℝ} {E : ℂ} (ht : 0 < t)
    (h : IsEigenvalue (openChain N t g) E) :
    ∃ u : ℕ → ℂ, LeftWall N t E u ∧ u (N + 1) = 0 ∧ u 1 ≠ 0 := by
  obtain ⟨v, hv, hE⟩ := h
  obtain ⟨w, hw0, hwN, rfl⟩ : ∃ w : ℕ → ℂ, w 0 = 0 ∧ w (N + 1) = 0 ∧
      v = fun j => w (j.val + 1) := by
    refine ⟨fun k => if h : 0 < k ∧ k ≤ N then v ⟨k - 1, by omega⟩ else 0,
      by simp, by simp, ?_⟩
    ext j
    have hj : 0 < j.val + 1 ∧ j.val + 1 ≤ N := ⟨by omega, j.isLt⟩
    exact (dif_pos (t := fun _ : 0 < j.val + 1 ∧ j.val + 1 ≤ N =>
      v ⟨j.val + 1 - 1, by omega⟩) (e := fun _ => (0 : ℂ)) hj).symm
  obtain ⟨p, hp⟩ : ∃ p : ℂ, p = ((Real.exp g : ℝ) : ℂ) := ⟨_, rfl⟩
  obtain ⟨q, hq⟩ : ∃ q : ℂ, q = ((Real.exp (-g) : ℝ) : ℂ) := ⟨_, rfl⟩
  have hpq : p * q = 1 := by
    rw [hp, hq, ← Complex.ofReal_mul, ← Real.exp_add]
    simp
  have hq0 : q ≠ 0 := right_ne_zero_of_mul_eq_one hpq
  have ht0 : (t : ℂ) ≠ 0 := Complex.ofReal_ne_zero.2 ht.ne'
  have hrec : ∀ k < N, t * p * w k + t * q * w (k + 2) = E * w (k + 1) := by
    intro k hk
    have h := congrFun hE ⟨k, hk⟩
    rw [openChain, chain_mulVec N t g 0 0 w (by simp [hw0]) (by simp [hwN])] at h
    simp only [Complex.ofReal_mul, ← hp, ← hq] at h
    exact h
  refine ⟨fun k => q ^ k * w k, ⟨by simp [hw0], fun k hk => ?_⟩, by simp [hwN], fun h1 => ?_⟩
  · show E * (q ^ (k + 1) * w (k + 1)) = t * (q ^ k * w k + q ^ (k + 2) * w (k + 2))
    linear_combination (-q ^ (k + 1)) * hrec k hk + t * q ^ k * w k * hpq
  · -- a zero at the first site would propagate through the whole chain
    have h1' : q ^ 1 * w 1 = 0 := h1
    have hw1 := (mul_eq_zero.mp h1').resolve_left (pow_ne_zero _ hq0)
    have hz : ∀ k ≤ N, w k = 0 ∧ w (k + 1) = 0 := by
      intro k
      induction k with
      | zero => exact fun _ => ⟨hw0, hw1⟩
      | succ k ih =>
        intro hk
        obtain ⟨ha, hb⟩ := ih (by omega)
        have h := hrec k (by omega)
        rw [ha, hb, mul_zero, mul_zero, zero_add] at h
        exact ⟨hb, (mul_eq_zero.mp h).resolve_left (mul_ne_zero ht0 hq0)⟩
    exact hv (funext fun j => (hz j.val j.isLt.le).2)

/-- Current balance: for a solution vanishing at the left wall and `m ≤ N`, `Im E` times the sum of
`|u k|²` over the sites `1, ..., m` equals `t Im(conj(u m) u(m+1))`. -/
theorem current_balance {N : ℕ} {t : ℝ} {E : ℂ} {u : ℕ → ℂ} (hu : LeftWall N t E u) :
    ∀ m ≤ N, E.im * ∑ k ∈ Finset.range m, Complex.normSq (u (k + 1)) =
      t * (star (u m) * u (m + 1)).im := by
  intro m
  induction m with
  | zero => intro _; simp [hu.1]
  | succ m ih =>
    intro hm
    have hk : E * u (m + 1) = t * (u m + u (m + 1 + 1)) := hu.2 m (by omega)
    have h1 := congrArg Complex.re hk
    have h2 := congrArg Complex.im hk
    rw [Finset.sum_range_succ, mul_add, ih (by omega)]
    simp only [Complex.mul_re, Complex.mul_im, Complex.add_re, Complex.add_im,
      Complex.ofReal_re, Complex.ofReal_im] at h1 h2
    simp only [Complex.normSq_apply, Complex.mul_im, Complex.star_def, Complex.conj_re,
      Complex.conj_im]
    linear_combination (u (m + 1)).re * h2 - (u (m + 1)).im * h1

/-- For `t > 0` and `|E| ≥ 2t`, a solution vanishing at the left wall grows in modulus by at
least `|u 1|` from each site to the next. -/
theorem growth {N : ℕ} {t : ℝ} {E : ℂ} {u : ℕ → ℂ} (ht : 0 < t) (hu : LeftWall N t E u)
    (hE : 2 * t ≤ ‖E‖) : ∀ m ≤ N, ‖u m‖ + ‖u 1‖ ≤ ‖u (m + 1)‖ := by
  intro m
  induction m with
  | zero => intro _; simp [hu.1]
  | succ m ih =>
    intro hm
    have hk : E * u (m + 1) = t * (u m + u (m + 1 + 1)) := hu.2 m (by omega)
    have hn : ‖E‖ * ‖u (m + 1)‖ = t * ‖u m + u (m + 1 + 1)‖ := by
      rw [← norm_mul, hk, norm_mul, Complex.norm_real, Real.norm_of_nonneg ht.le]
    have h2 : t * (2 * ‖u (m + 1)‖) ≤ t * (‖u m‖ + ‖u (m + 1 + 1)‖) := by
      linarith [mul_le_mul_of_nonneg_right hE (norm_nonneg (u (m + 1))),
        mul_le_mul_of_nonneg_left (norm_add_le (u m) (u (m + 1 + 1))) ht.le]
    linarith [le_of_mul_le_mul_left h2 ht, ih (by omega)]

/-- Boundary sensitivity: for `t > 0`, `g ≠ 0` and at least one site, all eigenvalues of the
open chain are real with modulus below `2t`, while the ring has the eigenvalue
`2t cosh g > 2t`. -/
theorem boundary_sensitivity {N : ℕ} {t g : ℝ} (hN : 0 < N) (ht : 0 < t) (hg : g ≠ 0) :
    (∀ E, IsEigenvalue (openChain N t g) E → E.im = 0 ∧ ‖E‖ < 2 * t) ∧
      IsEigenvalue (ringChain N t g) ((2 * t * Real.cosh g : ℝ) : ℂ) ∧
      2 * t < 2 * t * Real.cosh g := by
  refine ⟨fun E h => ?_, ?_, ?_⟩
  · obtain ⟨u, hu, huN, hu1⟩ := exists_gauged ht h
    constructor
    · -- no current leaves through the right wall
      have hc := current_balance hu N le_rfl
      rw [huN, mul_zero, Complex.zero_im, mul_zero] at hc
      have hpos : 0 < ∑ k ∈ Finset.range N, Complex.normSq (u (k + 1)) :=
        Finset.sum_pos' (fun k _ => Complex.normSq_nonneg _)
          ⟨0, Finset.mem_range.2 hN, Complex.normSq_pos.2 hu1⟩
      exact (mul_eq_zero.mp hc).resolve_right hpos.ne'
    · by_contra hlt
      have hgr := growth ht hu (not_lt.mp hlt) N le_rfl
      rw [huN, norm_zero] at hgr
      linarith [norm_nonneg (u N), norm_pos_iff.2 hu1]
  · -- the uniform state on the ring
    refine ⟨fun _ => 1, fun h => one_ne_zero (α := ℂ) (congrFun h ⟨0, hN⟩),
      funext fun i => ?_⟩
    refine (chain_mulVec N t g _ _ (fun _ => 1) rfl rfl i).trans ?_
    simp only [Pi.smul_apply, smul_eq_mul, mul_one]
    rw [← Complex.ofReal_add]
    congr 1
    rw [Real.cosh_eq]
    ring
  · have hc := Real.one_lt_cosh.2 hg
    nlinarith

/-- The amplitude `t exp(-g(N-1)) sinh((N+1)κ) / sinh κ` of a one-way link from the last site
to the first, for `κ ≠ 0`. -/
def weakLink (N : ℕ) (t g κ : ℝ) : ℝ :=
  t * Real.exp (-g * (N - 1)) * Real.sinh ((N + 1) * κ) / Real.sinh κ

/-- The profile `exp(g k) sinh(κ(N+1-k))` on site `k`. -/
def skinMode (N : ℕ) (g κ : ℝ) (k : ℕ) : ℝ :=
  Real.exp (g * k) * Real.sinh (κ * (N + 1 - k))

/-- The profile `skinMode` obeys the bulk hopping equation at energy `2t cosh κ`. -/
theorem skinMode_bulk (N : ℕ) (t g κ : ℝ) (k : ℕ) :
    t * Real.exp g * skinMode N g κ k + t * Real.exp (-g) * skinMode N g κ (k + 2) =
      2 * t * Real.cosh κ * skinMode N g κ (k + 1) := by
  have e1 : Real.exp g * Real.exp (g * k) = Real.exp (g * (k + 1)) := by
    rw [← Real.exp_add]; congr 1; ring
  have e2 : Real.exp (-g) * Real.exp (g * (k + 2)) = Real.exp (g * (k + 1)) := by
    rw [← Real.exp_add]; congr 1; ring
  have s1 : Real.sinh (κ * (N + 1 - k)) = Real.sinh (κ * (N - k)) * Real.cosh κ +
      Real.cosh (κ * (N - k)) * Real.sinh κ := by
    rw [← Real.sinh_add]; congr 1; ring
  have s2 : Real.sinh (κ * (N + 1 - (k + 2))) = Real.sinh (κ * (N - k)) * Real.cosh κ -
      Real.cosh (κ * (N - k)) * Real.sinh κ := by
    rw [← Real.sinh_sub]; congr 1; ring
  have s3 : Real.sinh (κ * (N + 1 - (k + 1))) = Real.sinh (κ * (N - k)) := by
    congr 1; ring
  simp only [skinMode, Nat.cast_add, Nat.cast_one, Nat.cast_ofNat]
  rw [s1, s2, s3]
  linear_combination
    t * (Real.sinh (κ * (N - k)) * Real.cosh κ + Real.cosh (κ * (N - k)) * Real.sinh κ) * e1 +
    t * (Real.sinh (κ * (N - k)) * Real.cosh κ - Real.cosh (κ * (N - k)) * Real.sinh κ) * e2

/-- For `κ ≠ 0` and at least one site, adding only the one-way link `weakLink` to the open
chain produces the eigenvalue `2t cosh κ`. -/
theorem weakLink_eigenvalue {N : ℕ} (t g : ℝ) {κ : ℝ} (hN : 0 < N) (hκ : κ ≠ 0) :
    IsEigenvalue (chain N t g (weakLink N t g κ) 0) ((2 * t * Real.cosh κ : ℝ) : ℂ) := by
  have hs : Real.sinh κ ≠ 0 := fun h => hκ (Real.sinh_eq_zero.1 h)
  have hF0 : skinMode N g κ 0 = Real.sinh ((N + 1) * κ) := by
    rw [skinMode, Nat.cast_zero, mul_zero, Real.exp_zero, one_mul, sub_zero, mul_comm]
  have hFN : skinMode N g κ N = Real.exp (g * N) * Real.sinh κ := by
    rw [skinMode, add_sub_cancel_left, mul_one]
  have hFN1 : skinMode N g κ (N + 1) = 0 := by simp [skinMode]
  -- the link feeds the first site exactly as the ghost site would
  have hlink : t * Real.exp g * skinMode N g κ 0 = weakLink N t g κ * skinMode N g κ N := by
    have e : Real.exp (-g * (N - 1)) * Real.exp (g * N) = Real.exp g := by
      rw [← Real.exp_add]; congr 1; ring
    have hc : weakLink N t g κ * Real.sinh κ =
        t * Real.exp (-g * (N - 1)) * Real.sinh ((N + 1) * κ) := div_mul_cancel₀ _ hs
    rw [hF0, hFN]
    linear_combination (-t * Real.sinh ((N + 1) * κ)) * e - Real.exp (g * N) * hc
  refine ⟨fun j => ((skinMode N g κ (j.val + 1) : ℝ) : ℂ), fun h => ?_, funext fun i => ?_⟩
  · have h2 : ((skinMode N g κ (N - 1 + 1) : ℝ) : ℂ) = 0 := congrFun h ⟨N - 1, by omega⟩
    rw [Nat.sub_add_cancel hN, Complex.ofReal_eq_zero, hFN] at h2
    exact mul_ne_zero (Real.exp_ne_zero _) hs h2
  · refine (chain_mulVec N t g _ _ (fun k => ((skinMode N g κ k : ℝ) : ℂ))
      (by exact_mod_cast hlink) (by simp [hFN1]) i).trans ?_
    simp only [Pi.smul_apply, smul_eq_mul]
    exact_mod_cast skinMode_bulk N t g κ i.val

/-- For `t > 0` and `κ > 0` the link amplitude is positive and at most an `N`-independent
constant times `exp(-(g-κ)N)`. -/
theorem weakLink_bound (N : ℕ) {t κ : ℝ} (g : ℝ) (ht : 0 < t) (hκ : 0 < κ) :
    0 < weakLink N t g κ ∧ weakLink N t g κ ≤
      t * Real.exp (g + κ) / (2 * Real.sinh κ) * Real.exp (-(g - κ) * N) := by
  have hs : 0 < Real.sinh κ := Real.sinh_pos_iff.2 hκ
  have hS : 0 < Real.sinh ((N + 1) * κ) := Real.sinh_pos_iff.2 (by positivity)
  refine ⟨div_pos (mul_pos (mul_pos ht (Real.exp_pos _)) hS) hs, ?_⟩
  have hb : Real.sinh ((N + 1) * κ) ≤ Real.exp ((N + 1) * κ) / 2 := by
    rw [Real.sinh_eq]
    linarith [Real.exp_pos (-((N + 1) * κ))]
  have e : Real.exp (-g * (N - 1)) * Real.exp ((N + 1) * κ) =
      Real.exp (g + κ) * Real.exp (-(g - κ) * N) := by
    rw [← Real.exp_add, ← Real.exp_add]; congr 1; ring
  calc weakLink N t g κ
      ≤ t * Real.exp (-g * (N - 1)) * (Real.exp ((N + 1) * κ) / 2) / Real.sinh κ := by
        unfold weakLink
        gcongr
    _ = t * Real.exp (g + κ) / (2 * Real.sinh κ) * Real.exp (-(g - κ) * N) := by
        linear_combination (t / (2 * Real.sinh κ)) * e

end

end HatanoNelsonBoundary
```

```lean
#print axioms HatanoNelsonBoundary.boundary_sensitivity
#print axioms HatanoNelsonBoundary.weakLink_eigenvalue
#print axioms HatanoNelsonBoundary.weakLink_bound
```

```
'HatanoNelsonBoundary.boundary_sensitivity' depends on axioms: [propext, Classical.choice, Quot.sound]
'HatanoNelsonBoundary.weakLink_eigenvalue' depends on axioms: [propext, Classical.choice, Quot.sound]
'HatanoNelsonBoundary.weakLink_bound' depends on axioms: [propext, Classical.choice, Quot.sound]
```

## From ghost sites to the final theorem

`chain_mulVec` proves the bulk rule on every site, provided the ghost values reproduce r and l. It separates arrivals from the left and from the right; the auxiliary `hs` picks the one contributing site from each sum.

`exists_gauged` extends the eigenvector by zero and multiplies by powers of `q`, which is exp(−g). An induction shows that a zero on site 1 would spread along the chain. The result is stated with `LeftWall`, which contains the reciprocal recurrence as well as u(0) = 0.

`current_balance` and `growth` are inductions on m. The first combines the real and imaginary parts of the recurrence through `linear_combination`; the second uses the triangle inequality `norm_add_le`. `boundary_sensitivity` evaluates both at m = N, then applies `chain_mulVec` to the constant vector for the ring.

`skinMode_bulk` checks the hyperbolic profile with the addition formulas. `weakLink_eigenvalue` matches it to the link in `hlink` and shows that it is nonzero on the last site. `weakLink_bound` proves positivity and the exponential estimate.
